# The coupled-cluster singles operator over $k$ occupied fermion modes satisfies $T^{k+1}=0$

Let $a_p$ remove a fermion from mode $p$ and let $b_p$ create one there; textbooks write $a_p^\dagger$ for $b_p$. The modes are spin orbitals, finite in number. A set $O$ of $k$ modes is occupied in the reference determinant, and the $v$ modes outside $O$ are virtual. The singles cluster operator, usually called $T_1$, is

$$T=\sum_{i\in O}\sum_{q\notin O} t(q,i)\,b_q a_i ,$$

with complex amplitudes $t(q,i)$. Textbooks often write $t_i^a$, where the upper index $a$ is a label for the virtual mode, not an annihilator. Coupled-cluster theory uses the exponential of a cluster operator, which may also contain double and higher excitations. Here only the singles part is exponentiated, and the question is where the series $\sum_n T^n/n!$ stops. For single excitations in a finite basis, it stops at the latest after the power $\min(k,v)$.

## Modes, relations and the operator

In Lean 4 with Mathlib:

```lean
import Mathlib

open Finset

namespace SinglesCluster

variable {ι κ A : Type*} [DecidableEq ι] [Ring A] [Algebra ℂ A]
```

The type `ι` labels the modes, and `A` is an associative complex algebra with unit, in which products need not commute. `κ` is a spare index type.

```lean
/-- The canonical anticommutation relations for annihilators `a p` and creators `b p`. -/
structure CAR (a b : ι → A) : Prop where
  aa : ∀ p q, a p * a q + a q * a p = 0
  bb : ∀ p q, b p * b q + b q * b p = 0
  ab : ∀ p q, a p * b q + b q * a p = if p = q then 1 else 0
```

`CAR a b` says that

$$a_pa_q+a_qa_p=0,\qquad b_pb_q+b_qb_p=0,\qquad a_pb_q+b_qa_p=\delta_{pq}.$$

Nothing else is assumed: there is no Fock space, and $b_p$ need not be the adjoint of $a_p$. To apply the results to a molecule, one identifies these elements with the ladder operators of a chosen finite, orthonormal spin-orbital basis. That step lies with the user.

```lean
/-- The singles cluster operator: the sum of `t q i` times the excitation `b q * a i` from an
occupied mode `i` in `O` to a virtual mode `q` outside `O`. -/
def singles [Fintype ι] (a b : ι → A) (O : Finset ι) (t : ι → ι → ℂ) : A :=
  ∑ i ∈ O, ∑ q ∈ Oᶜ, t q i • (b q * a i)
```

This is $T$ as above. `Oᶜ` is the set of virtual modes, and `•` multiplies an algebra element by a complex number.

## Powers of commuting square-zero elements

```lean
/-- If `x` squares to zero and commutes with `S`, the binomial expansion of a power of `x + S`
stops after the term linear in `x`. -/
theorem add_pow_of_sq_zero {x S : A} (hx : x * x = 0) (h : Commute x S) (n : ℕ) :
    (x + S) ^ (n + 1) = S ^ (n + 1) + ((n : ℂ) + 1) • (x * S ^ n) := by
  induction n with
  | zero => simp [add_comm]
  | succ n ih =>
    have h1 : x * (x * S ^ n) = 0 := by rw [← mul_assoc, hx, zero_mul]
    have h2 : S * (x * S ^ n) = x * S ^ (n + 1) := by
      rw [← mul_assoc, ← h.eq, mul_assoc, ← pow_succ']
    rw [pow_succ' (x + S) (n + 1), ih, add_mul, mul_add, mul_add, mul_smul_comm,
      mul_smul_comm, h1, h2, ← pow_succ' S (n + 1)]
    push_cast
    module
```

If $x^2=0$ and $xS=Sx$, then

$$(x+S)^{n+1}=S^{n+1}+(n+1)\,xS^n .$$

The case $n=0$ is clear. For the induction step, multiply by $x+S$ from the left. The term with $x^2$ drops out, and

$$S^{n+2}+xS^{n+1}+(n+1)\,SxS^n=S^{n+2}+(n+2)\,xS^{n+1}.$$

In the code, `h1` removes the $x^2$ term and `h2` moves $S$ past $x$.

```lean
/-- A sum of `m` mutually commuting elements that each square to zero has vanishing
power `m + 1`. -/
theorem sum_pow_eq_zero (s : Finset ι) (E : ι → A) (hsq : ∀ i ∈ s, E i * E i = 0)
    (hc : ∀ i ∈ s, ∀ j ∈ s, Commute (E i) (E j)) : (∑ i ∈ s, E i) ^ (s.card + 1) = 0 := by
  induction s using Finset.induction_on with
  | empty => simp
  | insert i s his ih =>
    have h0 := ih (fun j hj => hsq j (mem_insert_of_mem hj))
      (fun j hj k hk => hc j (mem_insert_of_mem hj) k (mem_insert_of_mem hk))
    have hS : Commute (E i) (∑ j ∈ s, E j) := Commute.sum_right _ _ _
      fun j hj => hc i (mem_insert_self i s) j (mem_insert_of_mem hj)
    rw [sum_insert his, card_insert_of_notMem his,
      add_pow_of_sq_zero (hsq i (mem_insert_self i s)) hS, pow_succ _ (s.card + 1), h0]
    simp
```

Let $S$ be a sum of $m$ commuting square-zero elements, with $S^{m+1}=0$ already known. Adding one more such element $x$ gives

$$(x+S)^{m+2}=S^{m+2}+(m+2)\,xS^{m+1}=0 .$$

The induction starts from the empty sum, whose first power is zero.

```lean
/-- Let the elements `G i q` commute, and let the product of any two with the same `i` vanish. Then
the power of their sum vanishes when the exponent is one more than the number of values of `i`. -/
theorem double_sum_pow_eq_zero (s : Finset ι) (u : Finset κ) (G : ι → κ → A)
    (hc : ∀ i ∈ s, ∀ q ∈ u, ∀ j ∈ s, ∀ r ∈ u, Commute (G i q) (G j r))
    (hz : ∀ i ∈ s, ∀ q ∈ u, ∀ r ∈ u, G i q * G i r = 0) :
    (∑ i ∈ s, ∑ q ∈ u, G i q) ^ (s.card + 1) = 0 := by
  apply sum_pow_eq_zero s (fun i => ∑ q ∈ u, G i q)
  · intro i hi
    rw [sum_mul]
    refine sum_eq_zero fun q hq => ?_
    rw [mul_sum]
    exact sum_eq_zero fun r hr => hz i hi q hq r hr
  · intro i hi j hj
    exact Commute.sum_left _ _ _ fun q hq => Commute.sum_right _ _ _
      fun r hr => hc i hi q hq j hj r hr
```

Now each element carries two labels. Put $G_i=\sum_q G_{iq}$. Products with equal $i$ vanish, so $G_i^2=0$, and the $G_i$ commute. The previous lemma then applies with one element for each $i$, however many values $q$ takes.

## Two excitations at a time

```lean
omit [Algebra ℂ A] in
/-- Under the canonical anticommutation relations, two single excitations commute if neither one
creates a particle in the mode that the other one empties. -/
theorem CAR.excitation_commute {a b : ι → A} (h : CAR a b) {q r i j : ι}
    (hir : i ≠ r) (hjq : j ≠ q) : Commute (b q * a i) (b r * a j) := by
  have h1 := (h.ab i r).trans (if_neg hir)
  have h2 := (h.ab j q).trans (if_neg hjq)
  have h3 := h.bb q r
  have h4 := h.aa i j
  change b q * a i * (b r * a j) = b r * a j * (b q * a i)
  linear_combination (norm := noncomm_ring)
    b q * h1 * a j - b r * h2 * a i - h3 * (a i * a j) + b r * b q * h4
```

Let $i\ne r$ and $j\ne q$. Then $a_ib_r=-b_ra_i$ and $a_jb_q=-b_qa_j$, so

$$b_qa_i\,b_ra_j=-b_qb_r\,a_ia_j=-b_rb_q\,a_ja_i=b_ra_j\,b_qa_i .$$

The middle step exchanges both the creators and the annihilators, and the two signs cancel.

The tactic `linear_combination` does this calculation in one line. One supplies known equations with multipliers, and it checks that the difference of the two sides of the goal equals the same combination of the differences in those equations. Its default check assumes commuting factors. The option `(norm := noncomm_ring)` replaces it by one that preserves order, so a relation can be multiplied on the left and on the right separately. In `b q * h1 * a j`, the relation $a_ib_r+b_ra_i=0$ is placed between $b_q$ and $a_j$, exactly where the hand calculation uses it.

```lean
/-- Pauli exclusion: under the canonical anticommutation relations, the product of two single
excitations vanishes if they fill the same mode or empty the same mode, provided the left factor
does not empty the mode that the right factor fills. -/
theorem CAR.exclusion {a b : ι → A} (h : CAR a b) {q r i j : ι}
    (hir : i ≠ r) (hs : q = r ∨ i = j) : b q * a i * (b r * a j) = 0 := by
  have half : ∀ x : A, x + x = 0 → x = 0 := fun x hx => by
    calc x = (1 / 2 : ℂ) • (x + x) := by module
      _ = 0 := by rw [hx, smul_zero]
  have h1 := (h.ab i r).trans (if_neg hir)
  rcases hs with rfl | rfl
  · have h2 := half _ (h.bb q q)
    linear_combination (norm := noncomm_ring) b q * h1 * a j - h2 * (a i * a j)
  · have h2 := half _ (h.aa i i)
    linear_combination (norm := noncomm_ring) b q * h1 * a i - b q * b r * h2
```

For $i\ne r$ the product is again $-b_qb_r\,a_ia_j$. If $q=r$ it contains $b_q^2$, and if $i=j$ it contains $a_i^2$. The relations give $2b_q^2=0$ and $2a_i^2=0$; `half` divides by two. This is Pauli exclusion for a shared particle or a shared hole.

## Where the powers stop

```lean
/-- Under the canonical anticommutation relations, the singles cluster operator is nilpotent: its
power vanishes when the exponent is one more than the number of occupied modes, and also when it is
one more than the number of virtual modes. -/
theorem singles_pow_eq_zero [Fintype ι] {a b : ι → A} (h : CAR a b) (O : Finset ι)
    (t : ι → ι → ℂ) :
    singles a b O t ^ (O.card + 1) = 0 ∧ singles a b O t ^ (Oᶜ.card + 1) = 0 := by
  have ne : ∀ i ∈ O, ∀ q ∈ Oᶜ, i ≠ q := fun i hi q hq e => mem_compl.1 hq (e ▸ hi)
  constructor
  · -- group the excitations by the hole they leave
    apply double_sum_pow_eq_zero O Oᶜ (fun i q => t q i • (b q * a i))
    · intro i hi q hq j hj r hr
      exact ((h.excitation_commute (ne i hi r hr) (ne j hj q hq)).smul_left _).smul_right _
    · intro i hi q hq r hr
      simp only [smul_mul_assoc, mul_smul_comm, h.exclusion (ne i hi r hr) (Or.inr rfl),
        smul_zero]
  · -- group the excitations by the particle they create
    unfold singles
    rw [sum_comm]
    apply double_sum_pow_eq_zero Oᶜ O (fun q i => t q i • (b q * a i))
    · intro q hq i hi r hr j hj
      exact ((h.excitation_commute (ne i hi r hr) (ne j hj q hq)).smul_left _).smul_right _
    · intro q hq i hi j hj
      simp only [smul_mul_assoc, mul_smul_comm, h.exclusion (ne i hi q hq) (Or.inl rfl),
        smul_zero]
```

For any amplitudes, $T^{k+1}=0$ and $T^{v+1}=0$. Occupied and virtual modes are disjoint (`ne`), so all excitations in $T$ commute. For the first bound, write

$$T=\sum_{i\in O}G_i,\qquad G_i=\sum_{q\notin O}t(q,i)\,b_qa_i .$$

Two terms of the same $G_i$ empty the same mode, so their product vanishes, and the double-sum lemma gives the exponent $k+1$. For the second bound, `sum_comm` exchanges the sums. Terms with the same $q$ fill the same mode, and there are $v$ groups.

An argument that only says "the reference has $k$ electrons to excite" falls short here. It shows that $T^{k+1}$ annihilates the reference determinant, whereas the theorem says that the operator itself is zero, whatever it acts on.

```lean
/-- Under the canonical anticommutation relations, the exponential series of the singles cluster
operator converges to the sum of its terms up to the smaller of the numbers of occupied and virtual
modes. -/
theorem singles_exp_series [Fintype ι] [TopologicalSpace A] {a b : ι → A} (h : CAR a b)
    (O : Finset ι) (t : ι → ι → ℂ) :
    HasSum (fun n : ℕ => (n.factorial : ℂ)⁻¹ • singles a b O t ^ n)
      (∑ n ∈ range (min O.card Oᶜ.card + 1),
        (n.factorial : ℂ)⁻¹ • singles a b O t ^ n) := by
  have hmin : singles a b O t ^ (min O.card Oᶜ.card + 1) = 0 := by
    rcases le_total O.card Oᶜ.card with hle | hle
    · rw [min_eq_left hle]
      exact (singles_pow_eq_zero h O t).1
    · rw [min_eq_right hle]
      exact (singles_pow_eq_zero h O t).2
  apply hasSum_sum_of_ne_finset_zero
  intro n hn
  rw [pow_eq_zero_of_le (not_lt.1 fun hlt => hn (mem_range.2 hlt)) hmin, smul_zero]
```

`HasSum` says that the series converges to the stated value:

$$\sum_{n=0}^{\infty}\frac{T^n}{n!}=\sum_{n=0}^{\min(k,v)}\frac{T^n}{n!}.$$

Every later term contains a vanishing power, by whichever of the two bounds is smaller. Since only finitely many terms can be nonzero, any topology on `A` will do. For a singles-only cluster operator in a finite basis, the exponential can therefore be evaluated without a truncation error.

## The occupied bound can be attained when $k\le v$

```lean
omit [Algebra ℂ A] in
/-- Let `a` and `b` satisfy the canonical anticommutation relations. If `R` commutes with `a q` and
`b i`, and the excitation `b q * a i` annihilates `R` from the left, then `R` is zero. -/
theorem CAR.excitation_cancel {a b : ι → A} (h : CAR a b) {q i : ι} {R : A}
    (ha : Commute (a q) R) (hb : Commute (b i) R) (h0 : b q * a i * R = 0) : R = 0 := by
  have hq := (h.ab q q).trans (if_pos rfl)
  have hi := (h.ab i i).trans (if_pos rfl)
  have haa := h.aa q i
  have ha' := ha.eq
  have hb' := hb.eq
  -- strip off the creator, then the annihilator
  have h1 : a i * R = 0 := by
    linear_combination (norm := noncomm_ring)
      (-1 : A) * hq * (a i * R) + a q * h0 + b q * haa * R - b q * a i * ha' - h0 * a q
  linear_combination (norm := noncomm_ring)
    (-1 : A) * hi * R + b i * h1 + a i * hb' + h1 * b i
```

Suppose that $R$ commutes with $a_q$ and $b_i$, and that $b_qa_iR=0$. Insert $1=a_qb_q+b_qa_q$:

$$a_iR=a_q(b_qa_iR)+b_qa_qa_iR=-b_qa_ia_qR=-(b_qa_iR)a_q=0 .$$

Then insert $1=a_ib_i+b_ia_i$:

$$R=a_ib_iR+b_ia_iR=(a_iR)b_i+b_i(a_iR)=0 .$$

The two `linear_combination` calls are these two lines.

```lean
/-- Sharpness: let the canonical anticommutation relations hold in a nontrivial algebra. If each
occupied mode `i` is excited with amplitude one to its own virtual mode `f i`, and all other
amplitudes are zero, then the power of the singles cluster operator whose exponent is the number of
occupied modes is nonzero. -/
theorem singles_pow_card_ne_zero [Fintype ι] [Nontrivial A] {a b : ι → A} (h : CAR a b)
    (O : Finset ι) (f : ι → ι) (hf : ∀ i ∈ O, f i ∉ O) (hinj : Set.InjOn f O) :
    singles a b O (fun q i => if q = f i then 1 else 0) ^ O.card ≠ 0 := by
  have hT : singles a b O (fun q i => if q = f i then 1 else 0)
      = ∑ i ∈ O, b (f i) * a i := by
    unfold singles
    refine sum_congr rfl fun i hi => ?_
    rw [sum_eq_single (f i)]
    · simp
    · intro q _ hq
      simp [hq]
    · intro hn
      exact absurd (mem_compl.2 (hf i hi)) hn
  have ne : ∀ j ∈ O, ∀ k ∈ O, j ≠ f k := fun j hj k hk e => hf k hk (e ▸ hj)
  have key : ∀ s : Finset ι, s ⊆ O → (∑ i ∈ s, b (f i) * a i) ^ s.card ≠ 0 := by
    intro s
    induction s using Finset.induction_on with
    | empty => intro _; simp
    | insert i s his ih =>
      intro hs
      have hi : i ∈ O := hs (mem_insert_self i s)
      have hsO : s ⊆ O := fun j hj => hs (mem_insert_of_mem hj)
      have comm : ∀ j ∈ O, ∀ k ∈ O, Commute (b (f j) * a j) (b (f k) * a k) :=
        fun j hj k hk => h.excitation_commute (ne j hj k hk) (ne k hk j hj)
      have sq : ∀ j ∈ O, b (f j) * a j * (b (f j) * a j) = 0 :=
        fun j hj => h.exclusion (ne j hj j hj) (Or.inl rfl)
      have nil := sum_pow_eq_zero s (fun j => b (f j) * a j) (fun j hj => sq j (hsO hj))
        (fun j hj k hk => comm j (hsO hj) k (hsO hk))
      have hS : Commute (b (f i) * a i) (∑ j ∈ s, b (f j) * a j) :=
        Commute.sum_right _ _ _ fun j hj => comm i hi j (hsO hj)
      -- the new modes do not occur in the remaining excitations
      have ha : Commute (a (f i)) (∑ j ∈ s, b (f j) * a j) := by
        refine Commute.sum_right _ _ _ fun j hj => ?_
        have hij : f i ≠ f j := fun e => his ((hinj hi (hsO hj) e).symm ▸ hj)
        have h1 := (h.ab (f i) (f j)).trans (if_neg hij)
        have h2 := h.aa (f i) j
        change a (f i) * (b (f j) * a j) = b (f j) * a j * a (f i)
        linear_combination (norm := noncomm_ring) h1 * a j - b (f j) * h2
      have hb : Commute (b i) (∑ j ∈ s, b (f j) * a j) := by
        refine Commute.sum_right _ _ _ fun j hj => ?_
        have hji : j ≠ i := fun e => his (e ▸ hj)
        have h1 := h.bb i (f j)
        have h2 := (h.ab j i).trans (if_neg hji)
        change b i * (b (f j) * a j) = b (f j) * a j * b i
        linear_combination (norm := noncomm_ring) h1 * a j - b (f j) * h2
      rw [sum_insert his, card_insert_of_notMem his, add_pow_of_sq_zero (sq i hi) hS, nil,
        zero_add]
      intro h0
      have hc : (s.card : ℂ) + 1 ≠ 0 := Nat.cast_add_one_ne_zero _
      apply ih hsO
      apply h.excitation_cancel (ha.pow_right _) (hb.pow_right _)
      rw [← inv_smul_smul₀ hc (b (f i) * a i * (∑ j ∈ s, b (f j) * a j) ^ s.card), h0,
        smul_zero]
  rw [hT]
  exact key O (Subset.refl O)
```

Let $f$ assign to each occupied mode its own virtual mode, which requires $k\le v$. The hypothesis `hf` says that $f(i)$ is virtual, and `hinj` says that no two occupied modes share a target. With $t(q,i)=1$ for $q=f(i)$ and $0$ otherwise, `hT` reduces the operator to

$$T=\sum_{i\in O}b_{f(i)}a_i ,$$

and the theorem states $T^k\ne0$. `Nontrivial A` means $1\neq0$ in the algebra.

The statement `key` is proved by induction over subsets $s$ of $O$. The empty subset gives $S^0=1\ne0$. For a subset with $m$ modes, let $S$ be its sum, with $S^m\neq0$, and add $x=b_{f(i)}a_i$ for a new mode $i$. Since $S^{m+1}=0$ (`nil`),

$$(x+S)^{m+1}=(m+1)\,xS^m .$$

The modes $i$ and $f(i)$ do not occur in $S$, so $a_{f(i)}$ and $b_i$ each anticommute with both factors of every term and hence commute with $S$ (`ha`, `hb`). If the right-hand side were zero, the cancellation lemma with $R=S^m$ would give $S^m=0$, a contradiction.

## Two modes as explicit matrices

```lean
/-- The Jordan–Wigner annihilators of two fermion modes, as integer matrices. -/
def jwA : Fin 2 → Matrix (Fin 4) (Fin 4) ℤ :=
  ![!![0, 0, 1, 0; 0, 0, 0, 1; 0, 0, 0, 0; 0, 0, 0, 0],
    !![0, 1, 0, 0; 0, 0, 0, 0; 0, 0, 0, -1; 0, 0, 0, 0]]
```

The basis order is $|00\rangle,|01\rangle,|10\rangle,|11\rangle$, with the occupation of mode $0$ written first. The entry $-1$ is the Jordan–Wigner sign: $a_1|11\rangle=-|10\rangle$.

```lean
/-- The Jordan–Wigner creators of two fermion modes, as integer matrices. -/
def jwB : Fin 2 → Matrix (Fin 4) (Fin 4) ℤ :=
  ![!![0, 0, 0, 0; 0, 0, 0, 0; 1, 0, 0, 0; 0, 1, 0, 0],
    !![0, 0, 0, 0; 1, 0, 0, 0; 0, 0, 0, 0; 0, 0, -1, 0]]
```

The creators are the transposes of the annihilators.

```lean
/-- The Jordan–Wigner matrices of two fermion modes, read as complex matrices, satisfy the
canonical anticommutation relations. -/
theorem CAR_witness :
    CAR (A := Matrix (Fin 4) (Fin 4) ℂ)
      (fun p => (Int.castRingHom ℂ).mapMatrix (jwA p))
      (fun p => (Int.castRingHom ℂ).mapMatrix (jwB p)) := by
  -- the relations hold over the integers by direct evaluation
  have haa : ∀ p q, jwA p * jwA q + jwA q * jwA p = 0 := by decide +kernel
  have hbb : ∀ p q, jwB p * jwB q + jwB q * jwB p = 0 := by decide +kernel
  have hab : ∀ p q, jwA p * jwB q + jwB q * jwA p = if p = q then 1 else 0 := by
    decide +kernel
  refine ⟨fun p q => ?_, fun p q => ?_, fun p q => ?_⟩
  · rw [← map_mul, ← map_mul, ← map_add, haa, map_zero]
  · rw [← map_mul, ← map_mul, ← map_add, hbb, map_zero]
  · rw [← map_mul, ← map_mul, ← map_add, hab]
    split_ifs
    · exact map_one _
    · exact map_zero _

end SinglesCluster
```

These matrices satisfy `CAR`, so the relations have a concrete nontrivial model. `decide +kernel` evaluates the integer matrix identities for all pairs of modes, and the ring homomorphism from $\mathbb Z$ to $\mathbb C$ carries them over to complex matrices. With $O=\{0\}$ and $f(0)=1$, the operator is $T=b_1a_0$, and the theorems above give $T\ne0$ and $T^2=0$.

```lean
#print axioms SinglesCluster.singles_exp_series
-- 'SinglesCluster.singles_exp_series' depends on axioms: [propext, Classical.choice, Quot.sound]
#print axioms SinglesCluster.singles_pow_card_ne_zero
-- 'SinglesCluster.singles_pow_card_ne_zero' depends on axioms: [propext, Classical.choice, Quot.sound]
```
